# Swapping two pure boosts inverts their Wigner rotation

## Boosts, rotations and four-velocities

Spacetime has one time direction and n spatial directions, and c = 1. A particle with ordinary velocity β has four-velocity (γ, u), whose spatial part is u = γβ. Boosts are labelled by u, which may be any real vector, and the Lorentz factor is

    γ(u) = √(1 + u·u)

The pure boost, in blocks with the time row and column first, is

    B(u) = [ γ(u)   uᵀ                   ]
           [ u      1 + u uᵀ/(1 + γ(u))  ]

The convention is active. The first column is (γ(u), u), so B(u) carries a particle at rest, with four-velocity (1, 0), to one with spatial four-velocity u, and the ordinary velocity is recovered as β = u/γ(u). In a product the right-hand factor acts first. For an n×n matrix R, let D(R) = diag(1, R) be the matrix that acts by R on space and leaves time alone.

## Where the order of boosts matters

A product of two boosts in different directions is in general not a pure boost. It is written as a boost times a rotation,

    B(u) B(v) = B(w) D(R),   R Rᵀ = 1

and R is the Wigner rotation. For n = 3 and a single free massive particle with spatial four-velocity v, R is the rotation that acts on the rest-frame spin when the state is boosted by B(u), provided that the spin states of the moving particle are defined, before and after, by applying a pure boost to those at rest; the results below concern its action on real four-vectors, and they fix how R changes when u and v exchange roles.

## What the swap does to w and R

In Lean the spatial directions form a finite type `n`, and spacetime is indexed by `Unit ⊕ n`, with `Sum.inl ()` the time index and `Sum.inr i` the spatial index i. The definitions `gamma`, `boost` and `rot` are γ, B and D, and `spatialCol L` is the spatial part of the first column of a matrix L, that is, the spatial four-velocity that L gives to a particle at rest. Three general theorems are proved.

`swap_boosts` assumes `hR : R * Rᵀ = 1`, which says that R preserves spatial lengths, and the factorisation B(u)B(v) = B(w)D(R). With w′ the spatial first column of B(v)B(u), it concludes

    w = R w′,   γ(w′) = γ(w),   B(v) B(u) = B(w′) D(Rᵀ)

For a particle initially at rest, the two orders give the same final speed, and the two final four-velocities are related by R. The swapped product carries the inverse rotation Rᵀ.

`reverse_boost_chain` has the same hypotheses and conclusions for a list `us` of any length k, with B(u₁)⋯B(uₖ) in place of B(u)B(v) and B(uₖ)⋯B(u₁) in place of B(v)B(u).

`swap_inverts_wigner_rotation` removes any freedom in the second factorisation. If, besides `hR` and the factorisation of B(u)B(v), one has B(v)B(u) = B(w′)D(R′) for some vector w′ and some matrix R′, with no condition on R′, then R′ = Rᵀ, R R′ = 1 and w = R w′.

The factorisation of the first product is a hypothesis throughout. Its existence for arbitrary u and v is not derived, and only one example is exhibited. R is required to be orthogonal, with nothing said about its determinant, and no formula for its angle is obtained. That B(u) preserves the Minkowski metric is neither used nor proved, and spinor representations do not enter.

## Transposition, first column and covariance

The matrix u uᵀ is symmetric and the off-diagonal blocks u and uᵀ are transposes of each other, so B(u)ᵀ = B(u). Since (XY)ᵀ = YᵀXᵀ for matrices X and Y,

    (B(u₁) ⋯ B(uₖ))ᵀ = B(uₖ) ⋯ B(u₁)

Block multiplication gives, for any n×n matrices R and Q and with γ = γ(w),

    B(w) D(R) = [ γ   wᵀR                 ]
                [ w   R + w (wᵀR)/(1 + γ) ]

    D(Q) B(w) = [ γ    wᵀ                  ]
                [ Qw   Q + (Qw) wᵀ/(1 + γ) ]

The first form shows that w in the hypothesis is the spatial first column of the product.

Now let QᵀQ = 1. Then (Qw)ᵀQ = wᵀQᵀQ = wᵀ, hence (Qw)·(Qw) = (Qw)ᵀQ w = w·w and γ(Qw) = γ(w). Putting Qw for w and Q for R in the first block form, and using these two facts, reproduces the second block form:

    D(Q) B(w) = B(Qw) D(Q)

Write P for the product of boosts and P′ for the reversed product. Transposing P = B(w)D(R), with D(R)ᵀ = D(Rᵀ), gives

    P′ = D(Rᵀ) B(w)

The second block form with Q = Rᵀ has first column (γ(w), Rᵀw), so w′ = Rᵀw and R w′ = R Rᵀ w = w. For Q = Rᵀ the condition QᵀQ = 1 reads R Rᵀ = 1, which is the hypothesis. Covariance then gives γ(w′) = γ(w) and P′ = B(Rᵀw) D(Rᵀ) = B(w′) D(Rᵀ).

Finally suppose B(v)B(u) = B(w′)D(R′). The first block form identifies w′ as the spatial first column, so the result just obtained applies and B(w′)D(R′) = B(w′)D(Rᵀ). The top-right blocks give w′ᵀR′ = w′ᵀRᵀ. The spatial blocks read

    R′ + w′ (w′ᵀR′)/(1 + γ(w′)) = Rᵀ + w′ (w′ᵀRᵀ)/(1 + γ(w′))

The second terms on the two sides are equal and cancel, leaving R′ = Rᵀ and R R′ = R Rᵀ = 1.

## Perpendicular boosts at speed 4/5

Take n = 2 with spatial indices 0 and 1, u = (4/3, 0) and v = (0, 4/3). Both have γ = 5/3 and ordinary speed 4/5, and the diagonal entry along the boost is 1 + (16/9)/(8/3) = 5/3. Multiplying,

    B(u) B(v) = [ 25/9   4/3   20/9 ]
                [ 20/9   5/3   16/9 ]
                [ 4/3    0     5/3  ]

The first column gives w = (20/9, 4/3), with 1 + 400/81 + 144/81 = 625/81 and γ(w) = 25/9. The first row gives wᵀR = (4/3, 20/9). R is the spatial block minus w (wᵀR)/(1 + γ(w)), where 1 + γ(w) = 34/9:

    R = [ 5/3 − 40/51   16/9 − 200/153 ]  =  (1/17) [ 15    8 ]
        [ 0 − 8/17      5/3 − 40/51    ]            [ −8   15 ]

The swapped product is the transpose, so w′ = (4/3, 20/9), and R w′ = (340/9, 68/3)/17 = (20/9, 4/3) = w. The ordinary velocities are (4/5, 12/25) for w and (12/25, 4/5) for w′, and R turns w′ towards axis 0 through arccos(15/17) ≈ 28.1°. The theorem `swap_boosts_witness` states that `planeRot`, which is this R, is orthogonal, differs from its transpose and satisfies the factorisation, so the two orders have different rotations. The velocities and the angle in degrees, like the one-dimensional case that follows, are arithmetic done in the text and not statements of the file.

## One spatial dimension

For n = 1 the spatial entry of B(u) is 1 + u²/(1 + γ(u)) = γ(u), because u² = γ(u)² − 1. An orthogonal R is ±1. The value −1 would make the spatial entry of B(w)D(R) equal to −γ(w), whereas that entry of B(u)B(v) is uv + γ(u)γ(v) > 0. So R = 1, and the conclusions reduce to w′ = w = uγ(v) + γ(u)v and B(v)B(u) = B(w) = B(u)B(v): collinear boosts commute.

## The namespace BoostOrder

```lean
import Mathlib

open Matrix

namespace BoostOrder

noncomputable section

variable {n : Type*} [Fintype n] [DecidableEq n]

/-- Lorentz factor `γ = √(1 + u·u)` belonging to the spatial four-velocity `u`. -/
def gamma (u : n → ℝ) : ℝ := Real.sqrt (1 + u ⬝ᵥ u)

/-- Pure boost `B(u) = [[γ, uᵀ], [u, 1 + u uᵀ/(1+γ)]]` in `1+n` dimensions. -/
def boost (u : n → ℝ) : Matrix (Unit ⊕ n) (Unit ⊕ n) ℝ :=
  fromBlocks (of fun _ _ => gamma u) (of fun _ j => u j) (of fun i _ => u i)
    (1 + (1 / (1 + gamma u)) • vecMulVec u u)

/-- The matrix `diag(1, R)`, acting by `R` on space and leaving time alone. -/
def rot (R : Matrix n n ℝ) : Matrix (Unit ⊕ n) (Unit ⊕ n) ℝ := fromBlocks 1 0 0 R

/-- Spatial part of the first (time) column of a spacetime matrix. -/
def spatialCol (L : Matrix (Unit ⊕ n) (Unit ⊕ n) ℝ) : n → ℝ :=
  fun i => L (Sum.inr i) (Sum.inl ())

/-- A pure boost is a symmetric matrix. -/
theorem boost_transpose (u : n → ℝ) : (boost u)ᵀ = boost u := by
  have h : (vecMulVec u u)ᵀ = vecMulVec u u := by
    ext i j
    simp only [transpose_apply, vecMulVec_apply, mul_comm]
  unfold boost
  rw [fromBlocks_transpose, transpose_add, transpose_one, transpose_smul, h]
  try rfl

/-- Transposing a product of pure boosts reverses the order of the boosts. -/
theorem transpose_prod_boost (us : List (n → ℝ)) :
    ((us.map boost).prod)ᵀ = (us.reverse.map boost).prod := by
  induction us with
  | nil => simp
  | cons a l ih =>
    rw [List.map_cons, List.prod_cons, transpose_mul, ih, boost_transpose,
      List.reverse_cons, List.map_append, List.prod_append]
    simp

/-- Block form of `B(w) diag(1,R)`. -/
theorem boost_mul_rot (w : n → ℝ) (R : Matrix n n ℝ) :
    boost w * rot R =
      fromBlocks (of fun _ _ => gamma w) (of fun _ j => (w ᵥ* R) j) (of fun i _ => w i)
        (R + (1 / (1 + gamma w)) • vecMulVec w (w ᵥ* R)) := by
  have h1 : (of fun (_ : Unit) j => w j) * R = of fun _ j => (w ᵥ* R) j := by
    ext i j
    simp only [mul_apply, of_apply, vecMul, dotProduct]
  have h2 : vecMulVec w w * R = vecMulVec w (w ᵥ* R) := by
    ext i j
    simp only [mul_apply, vecMulVec_apply, vecMul, dotProduct, Finset.mul_sum, mul_assoc]
  unfold boost rot
  rw [fromBlocks_multiply, h1]
  simp only [Matrix.mul_one, Matrix.mul_zero, add_zero, zero_add, Matrix.add_mul,
    Matrix.one_mul, Matrix.smul_mul, h2]

/-- Block form of `diag(1,Q) B(w)`. -/
theorem rot_mul_boost (w : n → ℝ) (Q : Matrix n n ℝ) :
    rot Q * boost w =
      fromBlocks (of fun _ _ => gamma w) (of fun _ j => w j) (of fun i _ => (Q *ᵥ w) i)
        (Q + (1 / (1 + gamma w)) • vecMulVec (Q *ᵥ w) w) := by
  have h1 : Q * (of fun i (_ : Unit) => w i) = of fun i _ => (Q *ᵥ w) i := by
    ext i j
    simp only [mul_apply, of_apply, mulVec, dotProduct]
  have h2 : Q * vecMulVec w w = vecMulVec (Q *ᵥ w) w := by
    ext i j
    simp only [mul_apply, vecMulVec_apply, mulVec, dotProduct, Finset.sum_mul, mul_assoc]
  unfold boost rot
  rw [fromBlocks_multiply, h1]
  simp only [Matrix.mul_one, Matrix.zero_mul, add_zero, zero_add, Matrix.mul_add,
    Matrix.one_mul, Matrix.mul_smul, smul_zero, h2]

/-- For orthogonal `Q`, the vector `Q w` has the same Lorentz factor as `w`, and
`diag(1,Q) B(w) = B(Q w) diag(1,Q)`. -/
theorem rot_boost_covariance (w : n → ℝ) (Q : Matrix n n ℝ) (hQ : Qᵀ * Q = 1) :
    gamma (Q *ᵥ w) = gamma w ∧ rot Q * boost w = boost (Q *ᵥ w) * rot Q := by
  -- (Q w)ᵀ Q = wᵀ by orthogonality
  have hv : (Q *ᵥ w) ᵥ* Q = w := by
    rw [← vecMul_transpose, vecMul_vecMul, hQ, vecMul_one]
  have hg : gamma (Q *ᵥ w) = gamma w := by
    unfold gamma
    rw [dotProduct_mulVec, hv]
  refine ⟨hg, ?_⟩
  rw [rot_mul_boost, boost_mul_rot, hv, hg]

/-- If a product of any number of pure boosts equals `B(w) diag(1,R)` with `R` orthogonal, and
`w'` is the spatial first column of the product in reverse order, then `w = R w'`, the Lorentz
factors agree, and the reversed product equals `B(w') diag(1,Rᵀ)`. -/
theorem reverse_boost_chain (us : List (n → ℝ)) (w w' : n → ℝ) (R : Matrix n n ℝ)
    (hR : R * Rᵀ = 1) (h : (us.map boost).prod = boost w * rot R)
    (hw' : w' = spatialCol (us.reverse.map boost).prod) :
    w = R *ᵥ w' ∧ gamma w' = gamma w ∧
      (us.reverse.map boost).prod = boost w' * rot Rᵀ := by
  have hr : (rot R)ᵀ = rot Rᵀ := by simp [rot, fromBlocks_transpose]
  -- transpose the factorisation
  have ht : (us.reverse.map boost).prod = rot Rᵀ * boost w := by
    rw [← transpose_prod_boost, h, transpose_mul, boost_transpose, hr]
  -- read off the first column
  have e : w' = Rᵀ *ᵥ w := by
    rw [hw', ht, rot_mul_boost]
    rfl
  -- move the rotation to the right of the boost
  obtain ⟨hg, hc⟩ := rot_boost_covariance w Rᵀ (by rw [transpose_transpose, hR])
  refine ⟨?_, ?_, ?_⟩
  · rw [e, mulVec_mulVec, hR, one_mulVec]
  · rw [e, hg]
  · rw [ht, hc, e]

/-- Swapping two boosts: if `B(u)B(v) = B(w) diag(1,R)` with `R` orthogonal and `w'` is the
spatial first column of `B(v)B(u)`, then `w = R w'`, `γ(w') = γ(w)` and
`B(v)B(u) = B(w') diag(1,Rᵀ)`. -/
theorem swap_boosts (u v w w' : n → ℝ) (R : Matrix n n ℝ) (hR : R * Rᵀ = 1)
    (h : boost u * boost v = boost w * rot R)
    (hw' : w' = spatialCol (boost v * boost u)) :
    w = R *ᵥ w' ∧ gamma w' = gamma w ∧ boost v * boost u = boost w' * rot Rᵀ := by
  have key := reverse_boost_chain [u, v] w w' R hR (by simpa using h) (by simpa using hw')
  simpa using key

/-- If `B(u)B(v) = B(w) diag(1,R)` with `R` orthogonal and `B(v)B(u) = B(w') diag(1,R')`,
then `R' = Rᵀ`, `R R' = 1` and `w = R w'`. -/
theorem swap_inverts_wigner_rotation (u v w w' : n → ℝ) (R R' : Matrix n n ℝ)
    (hR : R * Rᵀ = 1) (h : boost u * boost v = boost w * rot R)
    (h' : boost v * boost u = boost w' * rot R') :
    R' = Rᵀ ∧ R * R' = 1 ∧ w = R *ᵥ w' := by
  have hw' : w' = spatialCol (boost v * boost u) := by
    rw [h', boost_mul_rot]
    rfl
  obtain ⟨e, -, h2⟩ := swap_boosts u v w w' R hR h hw'
  have h3 : boost w' * rot R' = boost w' * rot Rᵀ := h'.symm.trans h2
  rw [boost_mul_rot w' R', boost_mul_rot w' Rᵀ] at h3
  -- compare the time row, then the spatial block
  obtain ⟨-, hb, -, hd⟩ := fromBlocks_inj.mp h3
  have hv : w' ᵥ* R' = w' ᵥ* Rᵀ := by
    funext j
    exact congrFun (congrFun hb ()) j
  rw [hv] at hd
  have hRR : R' = Rᵀ := add_right_cancel hd
  exact ⟨hRR, by rw [hRR, hR], e⟩

/-- The matrix `[[c, s], [-s, c]]` with `c = 15/17`, `s = 8/17`; acting on column vectors it rotates
the plane in the sense from axis `1` towards axis `0`. -/
def planeRot : Matrix (Fin 2) (Fin 2) ℝ := !![15 / 17, 8 / 17; -8 / 17, 15 / 17]

/-- The perpendicular boosts `u = (4/3, 0)`, `v = (0, 4/3)` satisfy
`B(u)B(v) = B(w) diag(1,R)` with `w = (20/9, 4/3)` and `R = planeRot`, which is orthogonal
and differs from its transpose. -/
theorem swap_boosts_witness :
    planeRot * planeRotᵀ = 1 ∧ planeRot ≠ planeRotᵀ ∧
      boost (![4 / 3, 0] : Fin 2 → ℝ) * boost (![0, 4 / 3] : Fin 2 → ℝ) =
        boost (![20 / 9, 4 / 3] : Fin 2 → ℝ) * rot planeRot := by
  have key : ∀ (x : Fin 2 → ℝ) (g : ℝ), 0 ≤ g → 1 + (x 0 * x 0 + x 1 * x 1) = g ^ 2 →
      gamma x = g := by
    intro x g hg hx
    simp only [gamma, dotProduct, Fin.sum_univ_two]
    rw [hx, Real.sqrt_sq hg]
  have g1 := key ![4 / 3, 0] (5 / 3) (by norm_num) (by norm_num)
  have g2 := key ![0, 4 / 3] (5 / 3) (by norm_num) (by norm_num)
  have g3 := key ![20 / 9, 4 / 3] (25 / 9) (by norm_num) (by norm_num)
  refine ⟨?_, ?_, ?_⟩
  · ext i j
    fin_cases i <;> fin_cases j <;>
      simp [planeRot, mul_apply, Fin.sum_univ_two] <;> norm_num
  · intro h
    have h01 := congrFun (congrFun h 0) 1
    norm_num [planeRot, transpose_apply] at h01
  · rw [boost_mul_rot, g3]
    unfold boost
    rw [g1, g2, fromBlocks_multiply]
    ext i j
    rcases i with i | i <;> rcases j with j | j <;>
      simp only [fromBlocks_apply₁₁, fromBlocks_apply₁₂, fromBlocks_apply₂₁,
        fromBlocks_apply₂₂, Matrix.add_apply, Matrix.smul_apply, Matrix.mul_apply,
        vecMulVec_apply, vecMul, dotProduct, Fin.sum_univ_two, smul_eq_mul] <;>
      fin_cases i <;> fin_cases j <;>
      simp [planeRot,
        one_apply] <;> norm_num [vecHead, vecTail]

end

end BoostOrder
```

```lean
#print axioms BoostOrder.swap_inverts_wigner_rotation
-- 'BoostOrder.swap_inverts_wigner_rotation' depends on axioms: [propext, Classical.choice, Quot.sound]
```

## How the lemmas follow the transposition argument

In the code `vecMulVec u u` is u uᵀ, `w ᵥ* R` is the row vector wᵀR and `Q *ᵥ w` is Qw.

`boost_transpose` proves the symmetry of u uᵀ entry by entry and then applies `fromBlocks_transpose`, which transposes all four blocks and exchanges the two off-diagonal ones. `transpose_prod_boost` is an induction on the list: `transpose_mul` moves the first boost to the right end, the induction hypothesis reverses the rest, and `List.reverse_cons` matches this with the reversed list.

`boost_mul_rot` and `rot_mul_boost` are the two block forms. In each, `h1` evaluates the off-diagonal block that changes and `h2` pushes the matrix into one factor of the outer product, (w wᵀ)R = w(wᵀR) or Q(w wᵀ) = (Qw)wᵀ.

In `rot_boost_covariance`, `hv` is (Qw)ᵀQ = wᵀ and `hg` is γ(Qw) = γ(w), obtained by rewriting the dot product with `dotProduct_mulVec` and `hv`. The last line expands both sides in block form and identifies them through `hv` and `hg`. This is the one place in the general results where `gamma` is unfolded, and all that is used is that it depends on w through w·w.

`reverse_boost_chain` contains the main argument. `ht` is P′ = D(Rᵀ)B(w), and `e` is w′ = Rᵀw, closed by `rfl` because the first column can be read directly from the block form. Covariance is applied with Q = Rᵀ, its hypothesis becoming `hR` after `transpose_transpose`. The three conclusions are then rewrites with `e`, `hg`, `ht` and `hc`. `swap_boosts` is the case of the list `[u, v]`.

In `swap_inverts_wigner_rotation`, `hw'` recognises w′ as the spatial first column and `h3` is B(w′)D(R′) = B(w′)D(Rᵀ). `fromBlocks_inj` splits this into blocks: `hb` gives the row identity `hv`, and once it is substituted into the spatial block `hd`, `add_right_cancel` removes the common term. No inverse of B(w′) is needed.

For the numerical case, `key` evaluates γ from 1 + x·x = g² with g ≥ 0, where x is a plane vector and g the proposed value, and yields 5/3, 5/3 and 25/9. Orthogonality and the factorisation are checked entry by entry in rational arithmetic, and R ≠ Rᵀ follows from the (0, 1) entry, which is 8/17 in R and −8/17 in Rᵀ.
